# The local mobility exponent exceeds 3/2 in a model of acoustic and optical phonon scattering

Let a carrier scatter at the rate $A=aT^{3/2}$ from acoustic phonons and $O=bT^{1/2}N$ from optical phonons, where $N=1/(e^{\theta/T}-1)$ and $a,b,\theta>0$ do not depend on the temperature $T$. With the mobility $\mu=1/(A+O)$ and $x=\theta/T$, at every $T>0$

$$-\frac{T\mu'}{\mu}=\frac{\tfrac32A+pO}{A+O}>\frac32,\qquad p=\frac12+\frac{x}{1-e^{-x}}.$$

The exponent is thus the rate-weighted mean of $3/2$ and $p$. It tends to $3/2$ both as $T\to\infty$ and as $T\to0^+$.

## Two scattering rates and a local power law

If $\mu\propto T^{-n}$, then $-T\mu'/\mu=n$. For a general mobility the same expression is the local exponent, minus the slope on a log-log plot.

The factor $T^{1/2}$ in both rates stands for the density of final states at thermal energy in a three-dimensional parabolic band. The further factor $T$ in $A$ is the equipartition population of acoustic phonons, and $N$ is the population of an optical mode of energy $k_B\theta$. The constants $a$ and $b$ collect coupling strengths, the effective mass and the charge. Adding the rates is Matthiessen's rule.

An exact local exponent at or below $3/2$ is incompatible with this two-rate model. The excess over $3/2$ can be arbitrarily small, however, so a measured or rounded value close to $3/2$, on either side, does not by itself rule the model out.

## The exponent as a weighted mean

Since $dx/dT=-x/T$,

$$N'=\frac{e^x}{(e^x-1)^2}\,\frac{x}{T}=\frac{N}{T}\,\frac{xe^x}{e^x-1}=\frac{N}{T}\,\frac{x}{1-e^{-x}}.$$

The power laws contribute their own exponents, so $TA'=\tfrac32A$ and, by the product rule, $TO'=pO$. Differentiating the reciprocal gives

$$\mu'=-\frac{A'+O'}{(A+O)^2},\qquad -\frac{T\mu'}{\mu}=\frac{T(A'+O')}{A+O}=\frac{\tfrac32A+pO}{A+O}.$$

## Bounds on the excess over 3/2

For $y\neq0$ we have $1+y<e^y$. Taking $y=-x$ gives $0<1-e^{-x}<x$, hence $x/(1-e^{-x})>1$. Taking $y=x$ gives $(1+x)e^{-x}<1$, so $(1+x)(1-e^{-x})>x$ and $x/(1-e^{-x})<1+x$. Therefore

$$\tfrac32<p<\tfrac32+x.$$

The excess of the mean over $3/2$ is

$$\frac{O\,(p-\tfrac32)}{A+O},$$

which is positive and less than $x=\theta/T$. It is also less than $Ox/A$. The exponential series gives $e^x-1>x^3/6$, so $N<6(T/\theta)^3$ and

$$\frac{Ox}{A}=\frac{bN\theta}{aT^2}<\frac{6bT}{a\theta^2}.$$

## High and low temperature

The bound $\theta/T$ vanishes as $T\to\infty$, and the bound $6bT/(a\theta^2)$ vanishes as $T\to0^+$. Squeezing gives the limit $3/2$ at both ends, for different reasons: at high temperature $p$ itself approaches $3/2$, while at low temperature $p$ grows but the optical phonons freeze out and lose their weight.

## What happens when $a$ or $b$ is zero

For $b=0$ and $a=1$ the mobility is $T^{-3/2}$ and the exponent equals $3/2$ exactly, so the strict inequality fails. For $a=0$ and $b=1$ the exponent is $p>\tfrac12+\theta/T$, which diverges as $T\to0^+$, so the low-temperature limit fails. These two cases are worked here by hand and are not theorems of the file.

## How the Lean statements express the model

All quantities are real numbers without units, and $\theta$ is a temperature, so $k_B$ does not appear. `phononNumber`, `acousticRate`, `opticalRate` and `mobility` are $N$, $A$, $O$ and $\mu$; `opticalExponent` is $p$. `mobilityExponent` uses Lean's `deriv`, which returns zero where a function is not differentiable; `mobility_hasDerivAt` shows that the derivative here is genuine.

The theorem `mobilityExponent_eq_mean_and_gt` states the mean, with $p$ written out, and the strict inequality, for positive `a`, `b`, `θ` and `T`. `mobilityExponent_upper_bounds` states the two upper bounds. In `mobilityExponent_limits`, `atTop` means $T\to\infty$ and `𝓝[>] 0` means $T\to0$ from above.

The rates are assumed, not derived from a Boltzmann equation. The optical coupling is taken to be independent of the phonon wavevector, which leaves out the polar (Fröhlich) coupling. The optical rate counts phonon absorption only and ignores the phonon energy in the density of final states. The strict inequality depends on leaving out emission: if emission were added with the same prefactor, so that $N$ became $2N+1$, the optical exponent would be $\tfrac12+x/\sinh x<\tfrac32$ and the local exponent would lie below $3/2$ (a hand calculation, not a theorem of the file). Impurity scattering and carrier degeneracy are absent, and equipartition of the acoustic phonons is kept down to $T=0$, so the low-temperature limit describes the model and not a real crystal.

## The complete Lean file

```lean
import Mathlib

open Filter Topology

namespace LocalMobilityExponent

noncomputable section

/-- Bose-Einstein occupation of a phonon mode with characteristic temperature `θ`. -/
def phononNumber (θ T : ℝ) : ℝ := 1 / (Real.exp (θ / T) - 1)

/-- Acoustic-phonon scattering rate, `a T^(3/2)`. -/
def acousticRate (a T : ℝ) : ℝ := a * T ^ (3 / 2 : ℝ)

/-- Optical-phonon scattering rate, `b T^(1/2) N`. -/
def opticalRate (b θ T : ℝ) : ℝ := b * T ^ (1 / 2 : ℝ) * phononNumber θ T

/-- Mobility as the reciprocal of the sum of the two scattering rates. -/
def mobility (a b θ T : ℝ) : ℝ := 1 / (acousticRate a T + opticalRate b θ T)

/-- The local mobility exponent `-T μ'(T) / μ(T)`. -/
def mobilityExponent (a b θ T : ℝ) : ℝ :=
  -T * deriv (mobility a b θ) T / mobility a b θ T

/-- The expression `1/2 + x / (1 - exp (-x))` with `x = θ / T`. -/
def opticalExponent (θ T : ℝ) : ℝ := 1 / 2 + (θ / T) / (1 - Real.exp (-(θ / T)))

/-- Both scattering rates are positive at positive temperature. -/
theorem rates_pos {a b θ T : ℝ} (ha : 0 < a) (hb : 0 < b) (hθ : 0 < θ) (hT : 0 < T) :
    0 < acousticRate a T ∧ 0 < opticalRate b θ T := by
  have hx : 0 < θ / T := div_pos hθ hT
  have hE : 0 < Real.exp (θ / T) - 1 := by
    linarith [Real.add_one_lt_exp hx.ne']
  have h1 := Real.rpow_pos_of_pos hT (3 / 2)
  have h2 := Real.rpow_pos_of_pos hT (1 / 2)
  exact ⟨mul_pos ha h1, mul_pos (mul_pos hb h2) (one_div_pos.mpr hE)⟩

/-- The phonon number has logarithmic slope `x / (1 - exp (-x))` in temperature,
with `x = θ / T`. -/
theorem phononNumber_hasDerivAt {θ T : ℝ} (hθ : 0 < θ) (hT : 0 < T) :
    HasDerivAt (phononNumber θ)
      (phononNumber θ T * ((θ / T) / (1 - Real.exp (-(θ / T)))) / T) T := by
  have hx : 0 < θ / T := div_pos hθ hT
  have hE : Real.exp (θ / T) - 1 ≠ 0 := by
    have := Real.add_one_lt_exp hx.ne'
    exact ne_of_gt (by linarith)
  have hE0 : Real.exp (θ / T) ≠ 0 := (Real.exp_pos _).ne'
  have h1 : HasDerivAt (fun t : ℝ => θ / t) (-(θ / T ^ 2)) T :=
    ((hasDerivAt_const T θ).fun_div (hasDerivAt_id' T) hT.ne').congr_deriv (by ring)
  have h2 := (hasDerivAt_const T (1 : ℝ)).fun_div (h1.exp.sub_const 1) hE
  refine h2.congr_deriv ?_
  have key : 1 - Real.exp (-(θ / T)) = (Real.exp (θ / T) - 1) / Real.exp (θ / T) := by
    rw [Real.exp_neg, sub_div, div_self hE0, one_div]
  rw [key, phononNumber]
  generalize Real.exp (θ / T) = E at hE hE0 ⊢
  have hT0 := hT.ne'
  field_simp
  ring

/-- The mobility is differentiable, and its logarithmic slope is minus the rate-weighted
mean of `3/2` and the optical exponent. -/
theorem mobility_hasDerivAt {a b θ T : ℝ} (ha : 0 < a) (hb : 0 < b) (hθ : 0 < θ)
    (hT : 0 < T) :
    HasDerivAt (mobility a b θ)
      (-(mobility a b θ T * ((acousticRate a T * (3 / 2) +
        opticalRate b θ T * opticalExponent θ T) /
        (acousticRate a T + opticalRate b θ T)) / T)) T := by
  obtain ⟨hA, hO⟩ := rates_pos ha hb hθ hT
  have hT0 := hT.ne'
  -- a power law has its power as logarithmic slope
  have hpow : ∀ p : ℝ, HasDerivAt (fun t : ℝ => t ^ p) (p * (T ^ p / T)) T := fun p =>
    (Real.hasDerivAt_rpow_const (Or.inl hT0)).congr_deriv (by rw [Real.rpow_sub_one hT0])
  have h1 : HasDerivAt (acousticRate a) (acousticRate a T * (3 / 2) / T) T :=
    ((hpow (3 / 2)).const_mul a).congr_deriv (by rw [acousticRate]; ring)
  have h2 : HasDerivAt (opticalRate b θ) (opticalRate b θ T * opticalExponent θ T / T) T :=
    (((hpow (1 / 2)).const_mul b).fun_mul (phononNumber_hasDerivAt hθ hT)).congr_deriv
      (by rw [opticalRate, opticalExponent]; ring)
  have hR : acousticRate a T + opticalRate b θ T ≠ 0 := (add_pos hA hO).ne'
  refine ((hasDerivAt_const T (1 : ℝ)).fun_div (h1.fun_add h2) hR).congr_deriv ?_
  rw [mobility]
  generalize acousticRate a T = A at hR ⊢
  generalize opticalRate b θ T = O at hR ⊢
  field_simp
  ring

/-- The optical exponent lies strictly between `3/2` and `3/2 + θ/T`. -/
theorem opticalExponent_bounds {θ T : ℝ} (hθ : 0 < θ) (hT : 0 < T) :
    3 / 2 < opticalExponent θ T ∧ opticalExponent θ T < 3 / 2 + θ / T := by
  have hx : 0 < θ / T := div_pos hθ hT
  rw [opticalExponent]
  generalize θ / T = x at hx ⊢
  have h1 : -x + 1 < Real.exp (-x) := Real.add_one_lt_exp (neg_ne_zero.mpr hx.ne')
  have hp := Real.exp_pos (-x)
  have h2 : (x + 1) * Real.exp (-x) < 1 := by
    have h := mul_lt_mul_of_pos_right (Real.add_one_lt_exp hx.ne') hp
    rwa [← Real.exp_add, add_neg_cancel, Real.exp_zero] at h
  have h3 : 0 < 1 - Real.exp (-x) := by nlinarith [mul_pos hx hp]
  have h4 : 1 < x / (1 - Real.exp (-x)) := by
    rw [lt_div_iff₀ h3]; linarith
  have h5 : x / (1 - Real.exp (-x)) < 1 + x := by
    rw [div_lt_iff₀ h3]; nlinarith
  constructor <;> linarith

/-- The local mobility exponent is the rate-weighted mean of `3/2` and
`1/2 + x / (1 - exp (-x))`, `x = θ / T`, and it strictly exceeds `3/2` at every `T > 0`. -/
theorem mobilityExponent_eq_mean_and_gt {a b θ T : ℝ} (ha : 0 < a) (hb : 0 < b)
    (hθ : 0 < θ) (hT : 0 < T) :
    mobilityExponent a b θ T =
      (acousticRate a T * (3 / 2) +
        opticalRate b θ T * (1 / 2 + (θ / T) / (1 - Real.exp (-(θ / T))))) /
        (acousticRate a T + opticalRate b θ T) ∧
    3 / 2 < mobilityExponent a b θ T := by
  obtain ⟨hA, hO⟩ := rates_pos ha hb hθ hT
  have hmu : mobility a b θ T ≠ 0 := (one_div_pos.mpr (add_pos hA hO)).ne'
  have hT0 := hT.ne'
  have hmean : mobilityExponent a b θ T =
      (acousticRate a T * (3 / 2) + opticalRate b θ T * opticalExponent θ T) /
        (acousticRate a T + opticalRate b θ T) := by
    rw [mobilityExponent, (mobility_hasDerivAt ha hb hθ hT).deriv]
    generalize (acousticRate a T * (3 / 2) + opticalRate b θ T * opticalExponent θ T) /
        (acousticRate a T + opticalRate b θ T) = M
    field_simp
  refine ⟨hmean, ?_⟩
  -- the optical member of the mean exceeds 3/2 and has positive weight
  rw [hmean, lt_div_iff₀ (add_pos hA hO)]
  nlinarith [mul_lt_mul_of_pos_left (opticalExponent_bounds hθ hT).1 hO]

/-- The excess of the exponent over `3/2` is less than `θ/T` and also less than
`6 b T / (a θ²)`. -/
theorem mobilityExponent_upper_bounds {a b θ T : ℝ} (ha : 0 < a) (hb : 0 < b)
    (hθ : 0 < θ) (hT : 0 < T) :
    mobilityExponent a b θ T < 3 / 2 + θ / T ∧
    mobilityExponent a b θ T < 3 / 2 + 6 * b * T / (a * θ ^ 2) := by
  obtain ⟨hA, hO⟩ := rates_pos ha hb hθ hT
  have hx : 0 < θ / T := div_pos hθ hT
  have hq := mul_lt_mul_of_pos_left (opticalExponent_bounds hθ hT).2 hO
  -- the exponential beats the cubic, so the phonon number is below 6 (T/θ)^3
  have hcubic : ∀ x : ℝ, 0 < x → x ^ 3 / 6 < Real.exp x - 1 := by
    intro x hx
    have h := Real.sum_le_exp_of_nonneg hx.le 4
    norm_num [Finset.sum_range_succ, Nat.factorial] at h
    nlinarith [sq_nonneg x]
  have hN : phononNumber θ T < 6 * (T / θ) ^ 3 := by
    have h := hcubic _ hx
    have hE : 0 < Real.exp (θ / T) - 1 := lt_trans (by positivity) h
    rw [phononNumber, div_lt_iff₀ hE]
    calc (1 : ℝ) = 6 * (T / θ) ^ 3 * ((θ / T) ^ 3 / 6) := by field_simp
      _ < _ := mul_lt_mul_of_pos_left h (by positivity)
  have hs : T ^ (3 / 2 : ℝ) = T ^ (1 / 2 : ℝ) * T := by
    rw [← Real.rpow_add_one hT.ne']; norm_num
  have hK : opticalRate b θ T * (θ / T) < 6 * b * T / (a * θ ^ 2) * acousticRate a T := by
    rw [opticalRate, acousticRate, hs]
    have hsp := Real.rpow_pos_of_pos hT (1 / 2)
    generalize T ^ (1 / 2 : ℝ) = s at hsp ⊢
    calc b * s * phononNumber θ T * (θ / T) = b * s * (θ / T) * phononNumber θ T := by ring
      _ < b * s * (θ / T) * (6 * (T / θ) ^ 3) := mul_lt_mul_of_pos_left hN (by positivity)
      _ = _ := by field_simp
  have hKpos : 0 < 6 * b * T / (a * θ ^ 2) := by positivity
  rw [(mobilityExponent_eq_mean_and_gt ha hb hθ hT).1, ← opticalExponent]
  generalize 6 * b * T / (a * θ ^ 2) = K at hK hKpos ⊢
  constructor
  · rw [div_lt_iff₀ (add_pos hA hO)]
    nlinarith [mul_pos hx hA]
  · rw [div_lt_iff₀ (add_pos hA hO)]
    nlinarith [mul_pos hKpos hO]

/-- The local exponent tends to `3/2` both at high temperature and as `T → 0` from above. -/
theorem mobilityExponent_limits {a b θ : ℝ} (ha : 0 < a) (hb : 0 < b) (hθ : 0 < θ) :
    Tendsto (mobilityExponent a b θ) atTop (𝓝 (3 / 2)) ∧
    Tendsto (mobilityExponent a b θ) (𝓝[>] 0) (𝓝 (3 / 2)) := by
  constructor
  · have h0 : Tendsto (fun T : ℝ => θ / T) atTop (𝓝 0) :=
      tendsto_const_nhds.div_atTop tendsto_id
    have h : Tendsto (fun T : ℝ => 3 / 2 + θ / T) atTop (𝓝 (3 / 2)) := by
      simpa only [add_zero] using h0.const_add (3 / 2)
    refine tendsto_of_tendsto_of_tendsto_of_le_of_le' tendsto_const_nhds h ?_ ?_
    · filter_upwards [eventually_gt_atTop 0] with T hT
      exact (mobilityExponent_eq_mean_and_gt ha hb hθ hT).2.le
    · filter_upwards [eventually_gt_atTop 0] with T hT
      exact (mobilityExponent_upper_bounds ha hb hθ hT).1.le
  · have hc : Continuous (fun T : ℝ => 3 / 2 + 6 * b * T / (a * θ ^ 2)) := by fun_prop
    have h : Tendsto (fun T : ℝ => 3 / 2 + 6 * b * T / (a * θ ^ 2)) (𝓝[>] 0)
        (𝓝 (3 / 2)) := by
      simpa only [mul_zero, zero_div, add_zero] using
        (hc.tendsto 0).mono_left nhdsWithin_le_nhds
    refine tendsto_of_tendsto_of_tendsto_of_le_of_le' tendsto_const_nhds h ?_ ?_
    · filter_upwards [self_mem_nhdsWithin] with T hT
      exact (mobilityExponent_eq_mean_and_gt ha hb hθ hT).2.le
    · filter_upwards [self_mem_nhdsWithin] with T hT
      exact (mobilityExponent_upper_bounds ha hb hθ hT).2.le

end

end LocalMobilityExponent
```

```lean
#print axioms LocalMobilityExponent.mobilityExponent_eq_mean_and_gt
#print axioms LocalMobilityExponent.mobilityExponent_limits
```

```
'LocalMobilityExponent.mobilityExponent_eq_mean_and_gt' depends on axioms: [propext, Classical.choice, Quot.sound]
'LocalMobilityExponent.mobilityExponent_limits' depends on axioms: [propext, Classical.choice, Quot.sound]
```

## How the proof follows the calculation

`rates_pos` shows that $A$ and $O$ are positive, which makes the later divisions legitimate.

`phononNumber_hasDerivAt` applies the quotient and chain rules. The step `key` rewrites $1-e^{-x}$ as $(e^x-1)/e^x$. The exponential is then replaced by a letter `E`, and `field_simp` and `ring` finish the algebra.

In `mobility_hasDerivAt`, `hpow` is the slope of a power law, `h1` is $TA'=\tfrac32A$ and `h2` is $TO'=pO$, each divided by $T$. The quotient rule then differentiates $1/(A+O)$.

`opticalExponent_bounds` uses `Real.add_one_lt_exp` at $-x$ and at $x$. Its steps `h4` and `h5` are the lower and upper bounds on $x/(1-e^{-x})$.

The main theorem inserts the derivative into the definition of the exponent and cancels $T$ and $\mu$. For the inequality it multiplies through by $A+O$, after which $O\cdot\tfrac32<Op$ is enough.

In `mobilityExponent_upper_bounds`, `hcubic` takes the first four terms of the exponential series, `hN` turns them into the bound on $N$, and `hK` is $Ox<KA$ with $K=6bT/(a\theta^2)$. Both upper bounds follow after multiplication by $A+O$: the first also uses $xA>0$, the second $KO>0$.

`mobilityExponent_limits` squeezes the exponent between the constant $3/2$ and the upper bound that suits each end.
